# Every symmetric pair energy of three species has a unique Blume-Emery-Griffiths form

A pair energy for three species can be stored as six numbers, one for each unordered pair, or as a function of two species in a definite order, which has nine values. We choose the second. Symmetry under exchange is then a property that a pair energy may or may not have, and it can stand on one side of an equivalence. The species themselves are three bare labels, and a separate function assigns them the spins −1, 0 and 1.

Write E(s,t) for the energy of a pair whose species have spins s and t. The claim is that E is symmetric if and only if there is exactly one choice of real coefficients a, b, c, J, K, L with

E(s,t) = a + b(s + t) + c(s² + t²) + J st + K s²t² + L(s²t + st²)

for all s, t in {−1, 0, 1}.

In a ternary alloy, or a binary alloy with vacancies, this turns a table of pair energies into a spin Hamiltonian without loss, provided that the energy contains only pair interactions and that these are symmetric. For a bond between inequivalent sites, symmetry can fail. The result concerns the energy function alone and says nothing about the phases of the Blume-Emery-Griffiths model. That model is often written without the L term and with minus signs before J and K; here a positive J raises the energy of equal nonzero spins.

## Solving for the six coefficients

The polynomial is unchanged when s and t are exchanged, so any E of this form is symmetric. For the converse, insert the spins of the six unordered pairs:

E(0,0) = a
E(1,0) = a + b + c
E(−1,0) = a − b + c
E(1,1) = a + 2b + 2c + J + K + 2L
E(−1,−1) = a − 2b + 2c + J + K − 2L
E(1,−1) = a + 2c − J + K

The first three equations give

a = E(0,0)
b = [E(1,0) − E(−1,0)]/2
c = [E(1,0) + E(−1,0)]/2 − E(0,0)

For the rest, combine the last three equations:

E(1,1) + E(−1,−1) − 2E(1,−1) = 4J
E(1,1) + E(−1,−1) + 2E(1,−1) = 4a + 8c + 4K
E(1,1) − E(−1,−1) = 4b + 4L

Substituting a, b and c yields

J = [E(1,1) + E(−1,−1) − 2E(1,−1)]/4
K = [E(1,1) + E(−1,−1) + 2E(1,−1)]/4 − [E(1,0) + E(−1,0)] + E(0,0)
L = [E(1,1) − E(−1,−1)]/4 − [E(1,0) − E(−1,0)]/2

The coefficients are therefore forced, which is uniqueness. Conversely, these values solve all six equations. The three remaining ordered pairs, (0,1), (0,−1) and (−1,1), follow because both E and the polynomial are symmetric. This is existence.

Reversing both spins changes the sign of the b and L terms only. If a symmetric E is invariant under this flip, then E(1,0) = E(−1,0) and E(1,1) = E(−1,−1), so b = L = 0. If b = L = 0, the formulas give these two equalities back, and exchange symmetry supplies the remaining two, E(0,1) = E(0,−1) and E(1,−1) = E(−1,1).

## From bonds to site fields

Let site i carry spin s_i, and let w_ij = w_ji be the weight of the bond between sites i and j. The lattice energy is

H = (1/2) Σ_i Σ_j w_ij E(s_i,s_j)

where the factor 1/2 corrects for counting each bond in both orders. Collect the one-site terms in f_i = b s_i + c s_i², and let W_i = Σ_j w_ij be the total bond weight at site i. Exchanging the names of the two sites and using w_ij = w_ji gives

Σ_i Σ_j w_ij (f_i + f_j) = 2 Σ_i W_i f_i

The 2 cancels the 1/2, and hence

H = (a/2) Σ_i Σ_j w_ij + Σ_i W_i (b s_i + c s_i²) + (1/2) Σ_i Σ_j w_ij [J s_i s_j + K s_i² s_j² + L(s_i² s_j + s_i s_j²)]

## Converting a table of energies in a program

Suppose that a fit has produced these pair energies, in some energy unit:

E(0,0) = 0, E(1,0) = 1, E(−1,0) = 3
E(1,1) = −2, E(−1,−1) = 6, E(1,−1) = 4

The formulas give a = 0, b = −1, c = 2 and J = K = L = −1. A program can test its conversion by evaluating the polynomial at all nine ordered pairs and comparing with the table.

If a site has four bonds of weight 1, its fields are 4b = −4 on s and 4c = 8 on s². At the edge of a cluster with open boundaries, a site with three such bonds has fields −3 and 6. A Monte Carlo code that uses the site-field form on such a cluster therefore has to let the fields vary with W_i, whereas a code that sums E, or its spin polynomial, over the bonds includes this effect without computing W_i.

## Species, spins and coefficients in Lean

The development works with real numbers and finite sums.

```lean
import Mathlib

open Finset

namespace BlumeEmeryGriffiths

noncomputable section
```

The type `Species` has exactly three elements, so a statement about all pairs can be settled by nine cases.

```lean
/-- The three species that can occupy a lattice site. -/
inductive Species
  | minus
  | zero
  | plus
```

The function `spin` supplies the numbers that enter the polynomial.

```lean
/-- The spin value -1, 0 or 1 that labels a species. -/
def spin : Species → ℝ
  | .minus => -1
  | .zero => 0
  | .plus => 1
```

The flip acts on species, and it reverses the sign of their spin.

```lean
/-- The spin flip exchanges the species with spins 1 and -1 and keeps the one with spin 0. -/
def flip : Species → Species
  | .minus => .plus
  | .zero => .zero
  | .plus => .minus
```

A value of `Coefficients` is a sextuple of real numbers. The attribute `ext` allows two sextuples to be proved equal component by component.

```lean
/-- The six coefficients of a Blume-Emery-Griffiths pair energy. -/
@[ext]
structure Coefficients where
  a : ℝ
  b : ℝ
  c : ℝ
  J : ℝ
  K : ℝ
  L : ℝ
```

For coefficients `p`, the function `p.energy` is the polynomial above with s = `spin x` and t = `spin y`.

```lean
/-- The Blume-Emery-Griffiths energy of a pair of species, as a polynomial in their spins. -/
def Coefficients.energy (p : Coefficients) (x y : Species) : ℝ :=
  p.a + p.b * (spin x + spin y) + p.c * (spin x ^ 2 + spin y ^ 2)
    + p.J * (spin x * spin y) + p.K * (spin x ^ 2 * spin y ^ 2)
    + p.L * (spin x ^ 2 * spin y + spin x * spin y ^ 2)
```

The solved equations become the definition `coeffs`. It accepts any pair energy, symmetric or not, and reads only six of the nine values.

```lean
/-- The linear formulas that compute six coefficients from the pair energies. -/
def coeffs (E : Species → Species → ℝ) : Coefficients where
  a := E .zero .zero
  b := (E .plus .zero - E .minus .zero) / 2
  c := (E .plus .zero + E .minus .zero) / 2 - E .zero .zero
  J := (E .plus .plus + E .minus .minus - 2 * E .plus .minus) / 4
  K := (E .plus .plus + E .minus .minus + 2 * E .plus .minus) / 4
    - (E .plus .zero + E .minus .zero) + E .zero .zero
  L := (E .plus .plus - E .minus .minus) / 4 - (E .plus .zero - E .minus .zero) / 2
```

## Existence, uniqueness and the need for symmetry

Exchange symmetry of the polynomial is an algebraic identity, which `ring` checks.

```lean
/-- A Blume-Emery-Griffiths pair energy is unchanged when the two species are exchanged. -/
theorem energy_symm (p : Coefficients) (x y : Species) : p.energy x y = p.energy y x := by
  unfold Coefficients.energy
  ring
```

The next theorem inserts the polynomial into the linear formulas. After `ext` there are six equations, one per coefficient; `simp only` puts in the spins and `ring` finishes each. Two sextuples with the same energy function must therefore coincide.

```lean
/-- The linear formulas recover the coefficients of any Blume-Emery-Griffiths pair energy. -/
theorem coeffs_energy (p : Coefficients) : coeffs p.energy = p := by
  ext <;> simp only [coeffs, Coefficients.energy, spin] <;> ring
```

Existence is the opposite composition, and here the hypothesis `hE` of symmetry enters. The proof runs through the nine ordered pairs. The relations `h1`, `h2` and `h3` identify the values that `coeffs` does not read with those that it does, and `linarith` solves the resulting linear equations.

```lean
/-- A symmetric pair energy equals the Blume-Emery-Griffiths energy with the coefficients
computed by the linear formulas. -/
theorem energy_coeffs (E : Species → Species → ℝ) (hE : ∀ x y, E x y = E y x) :
    (coeffs E).energy = E := by
  funext x y
  -- the three exchange relations between unlike species
  have h1 := hE .plus .zero
  have h2 := hE .minus .zero
  have h3 := hE .plus .minus
  cases x <;> cases y <;> simp only [coeffs, Coefficients.energy, spin] <;> linarith
```

The two compositions combine into a criterion: for symmetric `E`, the coefficients `p` reproduce `E` exactly when `p = coeffs E`.

```lean
/-- Six coefficients represent a given symmetric pair energy exactly when they are the ones
computed by the linear formulas. -/
theorem energy_eq_iff (E : Species → Species → ℝ) (hE : ∀ x y, E x y = E y x)
    (p : Coefficients) : p.energy = E ↔ p = coeffs E := by
  constructor
  · intro h
    rw [← h, coeffs_energy]
  · intro h
    rw [h, energy_coeffs E hE]
```

The main theorem puts symmetry on the left and `∃!`, "there is exactly one", on the right. From left to right, `coeffs E` is the required sextuple. From right to left, only the existence of some `p` is used, since `E` then inherits the symmetry of `p.energy`. A pair energy that depends on the order of its species thus has no such representation.

```lean
/-- A pair energy of three species is symmetric if and only if it has the
Blume-Emery-Griffiths form for exactly one choice of the six coefficients. -/
theorem symmetric_iff_existsUnique (E : Species → Species → ℝ) :
    (∀ x y, E x y = E y x) ↔ ∃! p : Coefficients, p.energy = E := by
  constructor
  · intro hE
    exact ⟨coeffs E, energy_coeffs E hE, fun q hq => (energy_eq_iff E hE q).1 hq⟩
  · rintro ⟨p, hp, _⟩ x y
    have hp' : p.energy = E := hp
    rw [← hp']
    exact energy_symm p x y
```

The flip criterion follows the argument by hand. The forward direction evaluates invariance at two pairs; the backward direction checks all nine, using the exchange relations again.

```lean
/-- A symmetric pair energy is invariant under flipping both spins if and only if its
coefficients b and L vanish. -/
theorem flip_invariant_iff (E : Species → Species → ℝ) (hE : ∀ x y, E x y = E y x) :
    (∀ x y, E (flip x) (flip y) = E x y) ↔ (coeffs E).b = 0 ∧ (coeffs E).L = 0 := by
  constructor
  · intro h
    have h1 := h .plus .zero
    have h2 := h .plus .plus
    simp only [flip] at h1 h2
    constructor <;> simp only [coeffs] <;> linarith
  · rintro ⟨hb, hL⟩ x y
    simp only [coeffs] at hb hL
    have h1 := hE .plus .zero
    have h2 := hE .minus .zero
    have h3 := hE .plus .minus
    cases x <;> cases y <;> simp only [flip] <;> linarith
```

## The lattice Hamiltonian in Lean

Sites form a finite type `ι`, and a configuration `σ` assigns a species to each site. No geometry is assumed: the weights `w` encode which sites interact and how strongly. All bonds share one function `E` up to this factor, so pair energies whose form changes with distance need a sum of several such terms. Diagonal weights `w i i` are allowed and would describe a self-energy; for ordinary bonds they are set to zero.

```lean
variable {ι : Type*} [Fintype ι]

/-- The energy of a configuration: half the sum over ordered pairs of sites of the bond
weight times the pair energy. -/
def latticeEnergy (w : ι → ι → ℝ) (E : Species → Species → ℝ) (σ : ι → Species) : ℝ :=
  (1 / 2) * ∑ i, ∑ j, w i j * E (σ i) (σ j)
```

The lemma on one-site terms holds for any site function `f`. Its step `h2` exchanges the order of summation and then uses the symmetry of the weights, as in the calculation by hand.

```lean
/-- For symmetric bond weights, one-site terms summed over ordered pairs give twice the sum
over sites, each site weighted by its total bond weight. -/
theorem sum_site_terms (w : ι → ι → ℝ) (hw : ∀ i j, w i j = w j i) (f : ι → ℝ) :
    ∑ i, ∑ j, w i j * (f i + f j) = 2 * ∑ i, (∑ j, w i j) * f i := by
  have h1 : ∑ i, ∑ j, w i j * f i = ∑ i, (∑ j, w i j) * f i := by
    simp only [Finset.sum_mul]
  -- exchange the two sites of each bond
  have h2 : ∑ i, ∑ j, w i j * f j = ∑ i, ∑ j, w i j * f i := by
    rw [Finset.sum_comm]
    refine Finset.sum_congr rfl fun i _ => Finset.sum_congr rfl fun j _ => ?_
    rw [hw j i]
  simp only [mul_add, Finset.sum_add_distrib]
  rw [h2, h1]
  ring
```

The final theorem first replaces `E` by its polynomial form. The statement `hsplit` separates the double sum into the constant, the one-site terms and the couplings, by comparing the summands for each pair of sites. The preceding lemma then converts the one-site part into fields weighted by `∑ j, w i j`, which is W_i.

```lean
/-- With symmetric bond weights and a symmetric pair energy, the lattice energy is a constant
plus site fields in s and s², plus bond couplings J, K and L. -/
theorem latticeEnergy_eq (w : ι → ι → ℝ) (hw : ∀ i j, w i j = w j i)
    (E : Species → Species → ℝ) (hE : ∀ x y, E x y = E y x) (σ : ι → Species) :
    latticeEnergy w E σ =
      (coeffs E).a / 2 * ∑ i, ∑ j, w i j
      + ∑ i, (∑ j, w i j) * ((coeffs E).b * spin (σ i) + (coeffs E).c * spin (σ i) ^ 2)
      + (1 / 2) * ∑ i, ∑ j, w i j *
          ((coeffs E).J * (spin (σ i) * spin (σ j))
            + (coeffs E).K * (spin (σ i) ^ 2 * spin (σ j) ^ 2)
            + (coeffs E).L * (spin (σ i) ^ 2 * spin (σ j) + spin (σ i) * spin (σ j) ^ 2)) := by
  have h0 : latticeEnergy w E σ = latticeEnergy w (coeffs E).energy σ := by
    rw [energy_coeffs E hE]
  rw [h0]
  generalize coeffs E = p
  have h := sum_site_terms w hw (fun i => p.b * spin (σ i) + p.c * spin (σ i) ^ 2)
  beta_reduce at h
  -- separate the constant, the one-site terms and the couplings
  have hsplit : ∑ i, ∑ j, w i j * p.energy (σ i) (σ j) =
      p.a * ∑ i, ∑ j, w i j
      + ∑ i, ∑ j, w i j * ((p.b * spin (σ i) + p.c * spin (σ i) ^ 2)
          + (p.b * spin (σ j) + p.c * spin (σ j) ^ 2))
      + ∑ i, ∑ j, w i j * (p.J * (spin (σ i) * spin (σ j))
          + p.K * (spin (σ i) ^ 2 * spin (σ j) ^ 2)
          + p.L * (spin (σ i) ^ 2 * spin (σ j) + spin (σ i) * spin (σ j) ^ 2)) := by
    simp only [Finset.mul_sum, ← Finset.sum_add_distrib]
    refine Finset.sum_congr rfl fun i _ => Finset.sum_congr rfl fun j _ => ?_
    unfold Coefficients.energy
    ring
  unfold latticeEnergy
  rw [hsplit, h]
  ring

end

end BlumeEmeryGriffiths
```

```lean
#print axioms BlumeEmeryGriffiths.symmetric_iff_existsUnique
#print axioms BlumeEmeryGriffiths.flip_invariant_iff
#print axioms BlumeEmeryGriffiths.latticeEnergy_eq
```

```
'BlumeEmeryGriffiths.symmetric_iff_existsUnique' depends on axioms: [propext, Classical.choice, Quot.sound]
'BlumeEmeryGriffiths.flip_invariant_iff' depends on axioms: [propext, Classical.choice, Quot.sound]
'BlumeEmeryGriffiths.latticeEnergy_eq' depends on axioms: [propext, Classical.choice, Quot.sound]
```
